# On a finite-dimensional quadratic index-one saddle, reflected gradient steps converge to the saddle from every start exactly when the step length t satisfies 0 < t < 2/max|l|, where l runs over the Hessian eigenvalues

"One negative eigenvalue, all others positive" can be expressed without listing eigenvalues. Here a unit vector v is an eigenvector of the Hessian A with negative eigenvalue μ, and every eigenvector orthogonal to v has a positive eigenvalue. The saddle sits at the origin of an exactly quadratic surface, so the gradient at displacement x is Ax.

```lean
import Mathlib

open Filter Topology
open scoped InnerProductSpace

namespace EigenvectorFollowing

noncomputable section

variable {E : Type*} [NormedAddCommGroup E] [InnerProductSpace ℝ E]
```

`E` is the space of displacements, a real vector space with an inner product, written `⟪x, y⟫_ℝ` in Lean and ⟨x, y⟩ below. Its dimension is not yet restricted.

```lean
/-- The number `l` is an eigenvalue of `A`: some nonzero displacement is scaled by `l`. -/
def IsEigenvalue (A : E →ₗ[ℝ] E) (l : ℝ) : Prop := ∃ w : E, w ≠ 0 ∧ A w = l • w
```

`E →ₗ[ℝ] E` is the type of linear maps from E to itself. The number l is an eigenvalue of A if Aw = lw for some w ≠ 0.

```lean
/-- The Hessian `A` of an index-one saddle: it is symmetric, the unit vector `v` is a mode of
negative curvature `μ`, and all modes orthogonal to `v` have positive curvature. -/
structure IsIndexOneSaddle (A : E →ₗ[ℝ] E) (v : E) (μ : ℝ) : Prop where
  symmetric : A.IsSymmetric
  unit : ‖v‖ = 1
  mode : A v = μ • v
  neg : μ < 0
  pos : ∀ (l : ℝ) (w : E), w ≠ 0 → ⟪v, w⟫_ℝ = 0 → A w = l • w → 0 < l
```

This structure collects the assumptions on the saddle. `symmetric` says ⟨Ax, y⟩ = ⟨x, Ay⟩, and `pos` is the condition on modes orthogonal to v. A proof `h` of the structure gives access to each field, as in `h.mode`.

```lean
/-- The reflected Hessian `(I - 2 v vᵀ) A`. -/
def reflectedHessian (A : E →ₗ[ℝ] E) (v : E) : E →ₗ[ℝ] E where
  toFun x := A x - (2 * ⟪v, A x⟫_ℝ) • v
  map_add' x y := by
    simp only [map_add, inner_add_right]
    module
  map_smul' r x := by
    simp only [map_smul, real_inner_smul_right, RingHom.id_apply]
    module
```

Write B for the reflected Hessian:

Bx = Ax − 2⟨v, Ax⟩v.

It reverses the gradient component along v. The two remaining fields prove that B is linear.

```lean
/-- One reflected gradient step `x ↦ x - t (I - 2 v vᵀ) A x`. -/
def followStep (A : E →ₗ[ℝ] E) (v : E) (t : ℝ) (x : E) : E :=
  x - t • reflectedHessian A v x
```

One step sends x to x − tBx. The mode v and the step length t stay fixed throughout.

## The reflected spectrum

```lean
variable {A : E →ₗ[ℝ] E} {v : E} {μ : ℝ}

/-- The gradient component along the unstable mode is the curvature times the displacement along
that mode. -/
theorem inner_mode (h : IsIndexOneSaddle A v μ) (x : E) :
    ⟪v, A x⟫_ℝ = μ * ⟪v, x⟫_ℝ := by
  rw [← h.symmetric v x, h.mode, real_inner_smul_left]
```

By symmetry,

⟨v, Ax⟩ = ⟨Av, x⟩ = μ⟨v, x⟩.

The `rw` line makes these replacements in turn.

```lean
/-- The reflected Hessian differs from the Hessian only by a term along the unstable mode,
proportional to the displacement along that mode. -/
theorem reflected_apply (h : IsIndexOneSaddle A v μ) (x : E) :
    reflectedHessian A v x = A x - (2 * (μ * ⟪v, x⟫_ℝ)) • v := by
  rw [← inner_mode h x]
  rfl
```

Substitution into the definition gives

Bx = Ax − 2μ⟨v, x⟩v.

```lean
/-- The reflected Hessian of an index-one saddle is symmetric. -/
theorem reflected_symmetric (h : IsIndexOneSaddle A v μ) :
    (reflectedHessian A v).IsSymmetric := by
  intro x y
  rw [reflected_apply h x, reflected_apply h y, inner_sub_left, inner_sub_right,
    real_inner_smul_left, real_inner_smul_right, h.symmetric x y, real_inner_comm v x]
  ring
```

Therefore

⟨Bx, y⟩ = ⟨Ax, y⟩ − 2μ⟨v, x⟩⟨v, y⟩ = ⟨x, By⟩,

because A is symmetric and the second term is unchanged when x and y are swapped.

```lean
/-- A number is an eigenvalue of the reflected Hessian exactly when it is positive and is the
absolute value of an eigenvalue of the Hessian. -/
theorem reflected_eigenvalue_iff (h : IsIndexOneSaddle A v μ) (β : ℝ) :
    IsEigenvalue (reflectedHessian A v) β ↔ 0 < β ∧ ∃ l, IsEigenvalue A l ∧ β = |l| := by
  have hvv : ⟪v, v⟫_ℝ = 1 := by
    rw [real_inner_self_eq_norm_sq, h.unit]
    norm_num
  have hv0 : v ≠ 0 := by
    intro h0
    have h1 := h.unit
    simp [h0] at h1
  constructor
  · rintro ⟨w, hw0, hw⟩
    rw [reflected_apply h] at hw
    by_cases c : ⟪v, w⟫_ℝ = 0
    · -- modes orthogonal to v are left alone by the reflection
      rw [c, mul_zero, mul_zero, zero_smul, sub_zero] at hw
      have hp := h.pos β w hw0 c hw
      exact ⟨hp, β, ⟨w, hw0, hw⟩, (abs_of_pos hp).symm⟩
    · -- any overlap with v forces the eigenvalue to be -μ
      have h1 := congrArg (fun z => ⟪v, z⟫_ℝ) hw
      simp only [inner_sub_right, real_inner_smul_right, inner_mode h, hvv] at h1
      have h2 : β = -μ := mul_right_cancel₀ c (by linarith)
      have hn := h.neg
      exact ⟨by linarith, μ, ⟨v, hv0, h.mode⟩, by rw [abs_of_neg hn, h2]⟩
  · rintro ⟨_, l, ⟨w, hw0, hw⟩, rfl⟩
    by_cases c : ⟪v, w⟫_ℝ = 0
    · refine ⟨w, hw0, ?_⟩
      rw [reflected_apply h, c, mul_zero, mul_zero, zero_smul, sub_zero,
        abs_of_pos (h.pos l w hw0 c hw), hw]
    · have h1 := inner_mode h w
      rw [hw, real_inner_smul_right] at h1
      have h2 : l = μ := mul_right_cancel₀ c h1
      refine ⟨v, hv0, ?_⟩
      rw [reflected_apply h, hvv, h.mode, h2, abs_of_neg h.neg]
      module
```

The eigenvalues of B are the numbers |l|, with l an eigenvalue of A, and all are positive. Both directions split on whether the eigenvector w overlaps with v.

Suppose Bw = βw. If ⟨v, w⟩ = 0, then Bw = Aw, so β is a positive eigenvalue of A. Otherwise, the inner product with v gives

μ⟨v, w⟩ − 2μ⟨v, w⟩ = β⟨v, w⟩,

hence β = −μ = |μ|.

Conversely, suppose Aw = lw. If ⟨v, w⟩ = 0, then l > 0 and Bw = lw = |l|w. Otherwise l⟨v, w⟩ = μ⟨v, w⟩, so l = μ, and Bv = μv − 2μv = |μ|v.

## Convergence and its step limit

```lean
/-- Along an eigenvector `u` of the reflected Hessian with eigenvalue `β`, each step multiplies
the displacement by `1 - t β`. -/
theorem follow_overlap (h : IsIndexOneSaddle A v μ) (t : ℝ) {β : ℝ} {u : E}
    (hu : reflectedHessian A v u = β • u) (x : E) (k : ℕ) :
    ⟪u, (followStep A v t)^[k] x⟫_ℝ = (1 - t * β) ^ k * ⟪u, x⟫_ℝ := by
  induction k with
  | zero => simp
  | succ k ih =>
    rw [Function.iterate_succ_apply', followStep, inner_sub_right, real_inner_smul_right,
      ← reflected_symmetric h u, hu, real_inner_smul_left, ih]
    ring
```

`f^[k]` means f applied k times. If Bu = βu, one step gives

⟨u, x − tBx⟩ = ⟨u, x⟩ − t⟨Bu, x⟩ = (1 − tβ)⟨u, x⟩.

Induction on k yields the factor (1 − tβ)ᵏ.

```lean
/-- The reflected gradient iteration converges to the saddle from every starting point iff the step
length `t` is positive and `t |l| < 2` for every eigenvalue `l` of the Hessian. -/
theorem follow_converges_iff [FiniteDimensional ℝ E] (h : IsIndexOneSaddle A v μ) (t : ℝ) :
    (∀ x, Tendsto (fun k : ℕ => (followStep A v t)^[k] x) atTop (𝓝 0)) ↔
      0 < t ∧ ∀ l, IsEigenvalue A l → t * |l| < 2 := by
  have hv0 : v ≠ 0 := by
    intro h0
    have h1 := h.unit
    simp [h0] at h1
  constructor
  · intro H
    -- start on an eigenvector of the reflected Hessian and read off its factor
    have key : ∀ β, IsEigenvalue (reflectedHessian A v) β → |1 - t * β| < 1 := by
      rintro β ⟨u, hu0, hu⟩
      have h1 : Tendsto (fun k : ℕ => ⟪u, (followStep A v t)^[k] u⟫_ℝ) atTop (𝓝 0) := by
        simpa [Function.comp_def] using
          ((innerSL ℝ u).continuous.tendsto 0).comp (H u)
      simp only [follow_overlap h t hu] at h1
      have hne : ⟪u, u⟫_ℝ ≠ 0 := inner_self_ne_zero.mpr hu0
      have h2 := h1.mul_const (⟪u, u⟫_ℝ)⁻¹
      simp only [mul_assoc, mul_inv_cancel₀ hne, mul_one, zero_mul] at h2
      exact tendsto_pow_atTop_nhds_zero_iff.mp h2
    have hl0 : ∀ l, IsEigenvalue A l → 0 < |l| := by
      rintro l ⟨w, hw0, hw⟩
      by_cases c : ⟪v, w⟫_ℝ = 0
      · exact abs_pos.mpr (h.pos l w hw0 c hw).ne'
      · have h1 := inner_mode h w
        rw [hw, real_inner_smul_right] at h1
        rw [mul_right_cancel₀ c h1]
        exact abs_pos.mpr h.neg.ne
    have key2 : ∀ l, IsEigenvalue A l → abs (1 - t * |l|) < 1 := fun l hl =>
      key _ ((reflected_eigenvalue_iff h _).2 ⟨hl0 l hl, l, hl, rfl⟩)
    constructor
    · have h1 := (abs_lt.mp (key2 μ ⟨v, hv0, h.mode⟩)).2
      by_contra ht
      nlinarith [mul_nonneg (neg_nonneg.mpr (not_lt.mp ht)) (abs_nonneg μ)]
    · intro l hl
      linarith [(abs_lt.mp (key2 l hl)).1]
  · rintro ⟨ht, hl⟩ x
    have hB := reflected_symmetric h
    -- expand the iterates in an orthonormal eigenbasis of the reflected Hessian
    obtain ⟨b, hb⟩ : ∃ b : OrthonormalBasis (Fin (Module.finrank ℝ E)) ℝ E,
        ∀ i, ∃ β : ℝ, reflectedHessian A v (b i) = β • b i :=
      ⟨hB.eigenvectorBasis rfl, fun i => ⟨_, hB.apply_eigenvectorBasis rfl i⟩⟩
    have hi : ∀ i, Tendsto (fun k : ℕ => ⟪b i, (followStep A v t)^[k] x⟫_ℝ) atTop (𝓝 0) := by
      intro i
      obtain ⟨β, hβ⟩ := hb i
      obtain ⟨hp, l, hA, hbl⟩ :=
        (reflected_eigenvalue_iff h β).1 ⟨b i, b.orthonormal.ne_zero i, hβ⟩
      have h2 := hl l hA
      rw [← hbl] at h2
      have h3 : |1 - t * β| < 1 :=
        abs_lt.mpr ⟨by linarith, by linarith [mul_pos ht hp]⟩
      simp only [follow_overlap h t hβ]
      simpa only [zero_mul] using
        (tendsto_pow_atTop_nhds_zero_iff.mpr h3).mul_const ⟪b i, x⟫_ℝ
    have hs := tendsto_finsetSum Finset.univ (fun i _ => (hi i).smul_const (b i))
    simpa only [b.sum_repr', zero_smul, Finset.sum_const_zero] using hs
```

`Tendsto … atTop (𝓝 0)` says that the iterates tend to 0 as k grows. The dimension is now finite, so "t|l| < 2 for every eigenvalue", with t > 0, is the bound t < 2/max|l|.

For necessity, start on an eigenvector u of B. Convergence forces (1 − tβ)ᵏ⟨u, u⟩ → 0, so |1 − tβ| < 1, which is `key`. Equivalently, 0 < tβ < 2. Since the values β are the positive numbers |l|, both conditions follow.

For sufficiency, the spectral theorem supplies an orthonormal eigenbasis bᵢ of B, with eigenvalues βᵢ. The k-th iterate xₖ from the start x is then

xₖ = Σᵢ (1 − tβᵢ)ᵏ ⟨bᵢ, x⟩ bᵢ.

Every factor has |1 − tβᵢ| < 1. Each coefficient therefore vanishes in the limit (`hi`), and so does the finite sum (`hs`).

For transition-state searches, this gives the stability limit of a fixed-step reflected gradient method on a quadratic surface with the exact mode known and no zero eigenvalues. For a free molecule in Cartesian coordinates, overall translations and rotations have zero eigenvalues at the saddle, so the theorem applies only on the subspace orthogonal to them. It does not cover anharmonicity, mode updates or the rational function optimization (RFO) step.

```lean
/-- Steepest descent without the reflection: from any start with a component along the unstable
mode, the size of that component grows without bound. -/
theorem steepest_descent_escapes (h : IsIndexOneSaddle A v μ) {t : ℝ} (ht : 0 < t) {x : E}
    (hx : ⟪v, x⟫_ℝ ≠ 0) :
    Tendsto (fun k : ℕ => |⟪v, (fun y => y - t • A y)^[k] x⟫_ℝ|) atTop atTop := by
  have hg : 1 < 1 - t * μ := by nlinarith [mul_pos ht (neg_pos.mpr h.neg)]
  have hk : ∀ k : ℕ, |⟪v, (fun y => y - t • A y)^[k] x⟫_ℝ|
      = (1 - t * μ) ^ k * |⟪v, x⟫_ℝ| := by
    intro k
    have h1 : ⟪v, (fun y => y - t • A y)^[k] x⟫_ℝ = (1 - t * μ) ^ k * ⟪v, x⟫_ℝ := by
      induction k with
      | zero => simp
      | succ k ih =>
        rw [Function.iterate_succ_apply', inner_sub_right, real_inner_smul_right,
          inner_mode h, ih]
        ring
    rw [h1, abs_mul, abs_of_pos (pow_pos (by linarith) k)]
  simp only [hk]
  exact (tendsto_pow_atTop_atTop_of_one_lt hg).atTop_mul_const (abs_pos.mpr hx)
```

Without reflection,

⟨v, x − tAx⟩ = (1 − tμ)⟨v, x⟩.

For t > 0 the factor exceeds 1, so any nonzero initial component along v grows without bound.

## A concrete saddle

```lean
/-- A model Hessian. When `v` is a unit vector, the curvature is `-b` along `v` and `a` across it.
-/
def modelHessian (a b : ℝ) (v : E) : E →ₗ[ℝ] E where
  toFun x := a • x - ((a + b) * ⟪v, x⟫_ℝ) • v
  map_add' x y := by
    simp only [inner_add_right]
    module
  map_smul' r x := by
    simp only [real_inner_smul_right, RingHom.id_apply]
    module
```

The model is Ax = ax − (a + b)⟨v, x⟩v.

```lean
/-- For positive `a` and `b` and any unit vector `v`, the model Hessian is that of an index-one
saddle with unstable mode `v` and curvature `-b`. -/
theorem modelHessian_witness {a b : ℝ} (ha : 0 < a) (hb : 0 < b) {v : E} (hv : ‖v‖ = 1) :
    IsIndexOneSaddle (modelHessian a b v) v (-b) where
  symmetric := by
    intro x y
    change ⟪a • x - ((a + b) * ⟪v, x⟫_ℝ) • v, y⟫_ℝ
      = ⟪x, a • y - ((a + b) * ⟪v, y⟫_ℝ) • v⟫_ℝ
    simp only [inner_sub_left, inner_sub_right, real_inner_smul_left, real_inner_smul_right]
    rw [real_inner_comm v x]
    ring
  unit := hv
  mode := by
    change a • v - ((a + b) * ⟪v, v⟫_ℝ) • v = (-b) • v
    rw [real_inner_self_eq_norm_sq, hv]
    module
  neg := by linarith
  pos := by
    intro l w hw0 c hw
    change a • w - ((a + b) * ⟪v, w⟫_ℝ) • v = l • w at hw
    rw [c, mul_zero, zero_smul, sub_zero] at hw
    have h1 : (a - l) • w = 0 := by rw [sub_smul, hw, sub_self]
    rcases smul_eq_zero.mp h1 with h2 | h2
    · linarith
    · exact absurd h2 hw0

end

end EigenvectorFollowing
```

For a, b > 0 and a unit vector v, it satisfies every assumption. It is symmetric because

⟨Ax, y⟩ = a⟨x, y⟩ − (a + b)⟨v, x⟩⟨v, y⟩.

Also Av = av − (a + b)v = −bv, and Aw = aw whenever w is orthogonal to v.

In the plane, take v = (1, 0), a = 3 and b = 1. Then A = diag(−1, 3), B = diag(1, 3), and the limit is t < 2/3. With t = 1/2 the factors are 1/2 and −1/2:

(1, 1) → (1/2, −1/2) → (1/4, 1/4) → …

Unreflected descent instead multiplies the first component by 3/2 at each step.

```lean
#print axioms EigenvectorFollowing.follow_converges_iff
#print axioms EigenvectorFollowing.steepest_descent_escapes
```

```
'EigenvectorFollowing.follow_converges_iff' depends on axioms: [propext, Classical.choice, Quot.sound]
'EigenvectorFollowing.steepest_descent_escapes' depends on axioms: [propext, Classical.choice, Quot.sound]
```
